# For a nondegenerate metric, cyclic traces of an anticommuting γ5 with fewer than d slashed vectors vanish

Squared tree-level amplitudes for polarised electrons can be evaluated with traces that contain γ5. One may take γ5 to be a fixed product of the γ matrices, or any element that anticommutes with all of them. The second choice is made here. The element is called g5, and nothing is assumed about its square or its matrix form.

The setting is a complex algebra containing d elements γ_0, …, γ_{d−1}, called generators although they need not generate the whole algebra, that satisfy

γ_i γ_j + γ_j γ_i = 2 η_i δ_ij.

The numbers η_i are the diagonal entries of the metric, all nonzero; a Minkowski metric has η_i = ±1. A slashed vector is slash(a) = ∑ a_i γ_i with complex components a_i. Tr is a linear functional with Tr(xy) = Tr(yx), and g5 γ_i = −γ_i g5 for every i. Then

Tr(g5 slash(a_1) … slash(a_n)) = 0 if n < d, or n is odd, or d is odd.

For zero, two and four vectors this gives

Tr g5 = 0 (for d ≥ 1),
(d − 2) Tr(g5 slash(a) slash(b)) = 0,
(d − 2)(d − 4) Tr(g5 slash(a) slash(b) slash(c) slash(e)) = 0.

In four dimensions the second line removes from a spin sum the traces of γ5 with two slashed vectors and no other γ matrices. A trace such as Tr(g5 slash(a) γ_i slash(b) γ_j) counts as one with four vectors and can survive. These statements concern integer d only.

## Inserting the square of a generator

By linearity in each vector it is enough to treat a word W, a product of n generators. Let m_i be the number of times γ_i occurs in W. Moving γ_i through W costs a sign for each of the n − m_i other factors, so

γ_i W = (−1)^(n + m_i) W γ_i.

Suppose n + m_i is even for some i. Then γ_i commutes with W, and with γ_i² = η_i,

η_i Tr(g5 W) = Tr(g5 W γ_i γ_i)
= Tr(γ_i g5 W γ_i) (cyclicity)
= −Tr(g5 γ_i W γ_i) (anticommutation)
= −Tr(g5 W γ_i γ_i)
= −η_i Tr(g5 W).

Since η_i ≠ 0, the trace is zero.

It remains to find such an i. Suppose n + m_i is odd for every i.

- If n is odd, every m_i is even, so n = ∑ m_i is even, a contradiction.
- If n is even, every m_i is odd. Each is then at least 1, so n ≥ d, and n = ∑ m_i has the parity of d, so d is even.

The search therefore fails only when n and d are both even and n ≥ d, which the stated condition excludes.

For two vectors the surviving case with d ≥ 1 is d = 2, and for four vectors the surviving cases are d = 2 and d = 4. The prefactors vanish there.

The smallest case with a generator is d = 1. Every word is a power of γ_0, hence a multiple of 1 or of γ_0. The argument gives Tr g5 = 0, and cyclicity with anticommutation gives Tr(g5 γ_0) = Tr(γ_0 g5) = −Tr(g5 γ_0) = 0.

## Generators, slashed vectors and words in Lean

The algebra `A` is an arbitrary complex algebra, which need not consist of matrices or be finite-dimensional.

```lean
import Mathlib

open Matrix

namespace ChiralTraces

variable {A : Type*} [Ring A] [Algebra ℂ A] {d : ℕ}
```

The index type `Fin d` runs from 0 to d − 1, as in the derivation. The metric entries are complex numbers, so signs are a special case.

```lean
/-- The Clifford relations `γ_i γ_j + γ_j γ_i = 2 η_i δ_ij` for a diagonal metric `η`. -/
def IsClifford (η : Fin d → ℂ) (γ : Fin d → A) : Prop :=
  ∀ i j, γ i * γ j + γ j * γ i = (if i = j then 2 * η i else 0) • (1 : A)
```

The sum in `slash` contains no metric. If γ_i stands for the textbook γ^μ, the components are those with a lower index.

```lean
/-- The slashed vector `∑ a_i γ_i` with complex components `a_i`. -/
def slash (γ : Fin d → A) (a : Fin d → ℂ) : A := ∑ i, a i • γ i
```

A word is stored as its list of indices, in order.

```lean
/-- The product of generators along a list of indices. -/
def gammaWord (γ : Fin d → A) (u : List (Fin d)) : A := (u.map γ).prod
```

Setting i = j in the Clifford relation and halving gives the square of a generator.

```lean
/-- Each generator squares to its metric entry. -/
theorem gamma_sq {η : Fin d → ℂ} {γ : Fin d → A} (hγ : IsClifford η γ) (i : Fin d) :
    γ i * γ i = η i • (1 : A) := by
  have h := hγ i i
  rw [if_pos rfl] at h
  calc γ i * γ i = (1 / 2 : ℂ) • (γ i * γ i + γ i * γ i) := by module
    _ = η i • (1 : A) := by
      rw [h, smul_smul]
      congr 1
      ring
```

The sign rule is proved by induction on the word. If the new letter equals i, length and count both grow by one and the sign is unchanged. If it differs, the relation `anti` supplies one more minus sign.

```lean
/-- Moving `γ_i` through a product of generators gives one sign for each factor
different from `γ_i`. -/
theorem gamma_mul_word {η : Fin d → ℂ} {γ : Fin d → A} (hγ : IsClifford η γ)
    (i : Fin d) (u : List (Fin d)) :
    γ i * gammaWord γ u = (-1 : ℂ) ^ (u.length + u.count i) • (gammaWord γ u * γ i) := by
  induction u with
  | nil => simp [gammaWord]
  | cons j u ih =>
    have w : gammaWord γ (j :: u) = γ j * gammaWord γ u := by simp [gammaWord]
    rw [w]
    by_cases h : j = i
    · have e : (-1 : ℂ) ^ ((i :: u).length + (i :: u).count i)
          = (-1) ^ (u.length + u.count i) := by
        rw [List.length_cons, List.count_cons_self]
        ring
      rw [h, e, mul_assoc, ← mul_smul_comm, ← ih]
    · have c : (j :: u).count i = u.count i := by simp [h]
      have anti : γ i * γ j = -(γ j * γ i) := by
        have h2 := hγ i j
        rw [if_neg (fun e => h e.symm), zero_smul] at h2
        exact eq_neg_of_add_eq_zero_left h2
      rw [c, List.length_cons, ← mul_assoc, anti, neg_mul, mul_assoc, ih,
        mul_smul_comm, ← neg_smul, mul_assoc]
      congr 1
      ring
```

## Counting letters and taking the trace

The next lemma is the parity argument. The auxiliary statement `total` says ∑ m_i = n. In the even case the counts are written as 2k_i + 1, so n = 2∑k_i + d, and `omega` compares this with each of the three alternatives in the hypothesis.

```lean
/-- In a word of `n` indices with `n < d`, `n` odd or `d` odd, some index differs from an
even number of the letters. -/
theorem exists_even_index (u : List (Fin d))
    (h : u.length < d ∨ Odd u.length ∨ Odd d) : ∃ i, Even (u.length + u.count i) := by
  have total : ∀ v : List (Fin d), ∑ i, v.count i = v.length := by
    intro v
    induction v with
    | nil => simp
    | cons j v ih => simp [List.count_cons, Finset.sum_add_distrib, ih]
  by_contra hn
  have ho : ∀ i, Odd (u.length + u.count i) := fun i =>
    Nat.not_even_iff_odd.mp (fun e => hn ⟨i, e⟩)
  rcases Nat.even_or_odd u.length with ⟨a, ha⟩ | ⟨a, ha⟩
  · -- every index occurs an odd number of times
    have hc : ∀ i, ∃ k, u.count i = 2 * k + 1 := fun i => by
      obtain ⟨b, hb⟩ := ho i
      exact ⟨b - a, by omega⟩
    choose k hk using hc
    have hl : u.length = 2 * (∑ i, k i) + d := by
      rw [← total u, Finset.sum_congr rfl (fun i _ => hk i), Finset.sum_add_distrib,
        ← Finset.mul_sum]
      simp
    rcases h with h | ⟨m, hm⟩ | ⟨m, hm⟩ <;> omega
  · -- every index occurs an even number of times
    have hc : ∀ i, ∃ k, u.count i = 2 * k := fun i => by
      obtain ⟨b, hb⟩ := ho i
      exact ⟨b - a, by omega⟩
    choose k hk using hc
    have hl : u.length = 2 * (∑ i, k i) := by
      rw [← total u, Finset.sum_congr rfl (fun i _ => hk i), ← Finset.mul_sum]
    omega
```

The general theorem follows. The list `L` holds the component vectors, `g` is g5, and `Tr` is any complex-linear map to ℂ with the cyclic property `hTr`. Its normalisation Tr 1 is left free.

Inside the proof, `words` handles products of generators: `key` is cyclicity, `flip` is the anticommutation step, and `hη i` permits division by η_i. Then `expand` replaces the slashed vectors by their sums one at a time, keeping the generators already chosen in the word `u`.

```lean
/-- For a nondegenerate diagonal metric, a cyclic trace and `g` anticommuting with all
generators, the trace of `g` times `n` slashed vectors vanishes if `n < d`, `n` is odd
or `d` is odd. -/
theorem trace_chiral_eq_zero {η : Fin d → ℂ} {γ : Fin d → A} (hγ : IsClifford η γ)
    (hη : ∀ i, η i ≠ 0) (Tr : A →ₗ[ℂ] ℂ) (hTr : ∀ x y, Tr (x * y) = Tr (y * x))
    {g : A} (hg : ∀ i, g * γ i = -(γ i * g)) (L : List (Fin d → ℂ))
    (h : L.length < d ∨ Odd L.length ∨ Odd d) :
    Tr (g * (L.map (slash γ)).prod) = 0 := by
  -- words of generators: insert the square of a generator that commutes with the word
  have words : ∀ u : List (Fin d), (u.length < d ∨ Odd u.length ∨ Odd d) →
      Tr (g * gammaWord γ u) = 0 := by
    intro u hu
    obtain ⟨i, hi⟩ := exists_even_index u hu
    have comm := gamma_mul_word hγ i u
    rw [hi.neg_one_pow, one_smul] at comm
    have flip : γ i * (g * gammaWord γ u * γ i) = -(g * gammaWord γ u * (γ i * γ i)) := by
      calc γ i * (g * gammaWord γ u * γ i) = (γ i * g) * gammaWord γ u * γ i := by
            simp only [mul_assoc]
        _ = -(g * γ i) * gammaWord γ u * γ i := by rw [hg, neg_neg]
        _ = -(g * (γ i * gammaWord γ u) * γ i) := by noncomm_ring
        _ = -(g * gammaWord γ u * (γ i * γ i)) := by rw [comm]; noncomm_ring
    have key := hTr (g * gammaWord γ u * γ i) (γ i)
    rw [flip, mul_assoc (g * gammaWord γ u), gamma_sq hγ, mul_smul_comm, mul_one,
      map_neg, map_smul, smul_eq_mul] at key
    have z : η i * Tr (g * gammaWord γ u) = 0 := by linear_combination key / 2
    exact (mul_eq_zero.mp z).resolve_left (hη i)
  -- expand the slashed vectors one at a time
  have expand : ∀ (M : List (Fin d → ℂ)) (u : List (Fin d)),
      (u.length + M.length < d ∨ Odd (u.length + M.length) ∨ Odd d) →
      Tr (g * gammaWord γ u * (M.map (slash γ)).prod) = 0 := by
    intro M
    induction M with
    | nil => intro u hu; simpa using words u (by simpa using hu)
    | cons a M ih =>
      intro u hu
      have e : g * gammaWord γ u * ((a :: M).map (slash γ)).prod
          = ∑ i, a i • (g * gammaWord γ (u ++ [i]) * (M.map (slash γ)).prod) := by
        simp only [List.map_cons, List.prod_cons, slash, gammaWord, List.map_append,
          List.map_nil, List.prod_append, List.prod_nil, mul_one, Finset.sum_mul,
          Finset.mul_sum, smul_mul_assoc, mul_smul_comm, mul_assoc]
      rw [e, map_sum]
      refine Finset.sum_eq_zero fun i _ => ?_
      have hl : (u ++ [i]).length + M.length = u.length + (a :: M).length := by
        simp only [List.length_append, List.length_cons, List.length_nil]
        omega
      rw [map_smul, ih (u ++ [i]) (by rw [hl]; exact hu), smul_zero]
  simpa [gammaWord] using expand L [] (by simpa using h)
```

The empty list gives the trace of g5 itself. The condition `0 < d` is needed: with no generators, anticommutation demands nothing, and g5 = 1 has trace Tr 1, which may be nonzero.

```lean
/-- With at least one generator, a nondegenerate diagonal metric and a cyclic trace, an
element anticommuting with all generators is traceless. -/
theorem trace_g5 {η : Fin d → ℂ} {γ : Fin d → A} (hγ : IsClifford η γ)
    (hη : ∀ i, η i ≠ 0) (Tr : A →ₗ[ℂ] ℂ) (hTr : ∀ x y, Tr (x * y) = Tr (y * x))
    {g : A} (hg : ∀ i, g * γ i = -(γ i * g)) (hd : 0 < d) : Tr g = 0 := by
  simpa using trace_chiral_eq_zero hγ hη Tr hTr hg [] (Or.inl (by simpa using hd))
```

In the next theorem the fourth vector is called `e`, because `d` is the dimension. The proof splits on the parity of d. Odd d and even d > 4 use the general theorem. At d = 2 the prefactor d − 2 settles both identities. At d = 4 the general theorem settles the first and the prefactor d − 4 the second. At d = 0 the slashed vectors are empty sums, so both traces vanish.

```lean
/-- For a nondegenerate diagonal metric, a cyclic trace and `g` anticommuting with all
generators, `(d - 2) Tr(g a b) = 0` and `(d - 2)(d - 4) Tr(g a b c e) = 0` for slashed
vectors. -/
theorem trace_g5_two_four {η : Fin d → ℂ} {γ : Fin d → A} (hγ : IsClifford η γ)
    (hη : ∀ i, η i ≠ 0) (Tr : A →ₗ[ℂ] ℂ) (hTr : ∀ x y, Tr (x * y) = Tr (y * x))
    {g : A} (hg : ∀ i, g * γ i = -(γ i * g)) (a b c e : Fin d → ℂ) :
    ((d : ℂ) - 2) * Tr (g * slash γ a * slash γ b) = 0 ∧
    ((d : ℂ) - 2) * ((d : ℂ) - 4) *
      Tr (g * slash γ a * slash γ b * slash γ c * slash γ e) = 0 := by
  have two : (2 < d ∨ Odd d) → Tr (g * slash γ a * slash γ b) = 0 := fun h => by
    simpa [mul_assoc] using trace_chiral_eq_zero hγ hη Tr hTr hg [a, b]
      (h.imp (fun h => by simpa using h) Or.inr)
  have four : (4 < d ∨ Odd d) →
      Tr (g * slash γ a * slash γ b * slash γ c * slash γ e) = 0 := fun h => by
    simpa [mul_assoc] using trace_chiral_eq_zero hγ hη Tr hTr hg [a, b, c, e]
      (h.imp (fun h => by simpa using h) Or.inr)
  rcases Nat.even_or_odd d with ⟨k, hk⟩ | h
  · have cases : d = 0 ∨ d = 2 ∨ d = 4 ∨ 4 < d := by omega
    rcases cases with h | h | h | h
    · subst h
      simp [slash]
    · subst h
      simp
    · have h4 : (d : ℂ) = 4 := by exact_mod_cast h
      rw [two (Or.inl (by omega)), h4]
      simp
    · rw [two (Or.inl (by omega)), four (Or.inl h)]
      simp
  · rw [two (Or.inr h), four (Or.inr h)]
    simp
```

Here d is a natural number that counts generators. The step to dimensional regularisation, where d is continued to non-integer values, lies beyond these hypotheses. If the same identities were imposed there, they would force the four-vector trace to vanish at every d other than 2 and 4, in conflict with a smooth limit to its nonzero value in four dimensions.

## Nonzero traces at n = d

For even d, let Γ = γ_0 γ_1 … γ_{d−1}. Each generator occurs once, so the sign rule gives Γ γ_i = −γ_i Γ, and Γ can serve as g5. Multiplying Γ by its reversed product collapses the factors from the inside out:

Tr(Γ γ_{d−1} … γ_1 γ_0) = (∏ η_i) Tr 1.

When all η_i and Tr 1 are nonzero, this is a nonzero trace with exactly d vectors, so for even d the bound n < d cannot be weakened to n ≤ d.

In Lean, `List.finRange d` is the list 0, 1, …, d − 1, and `collapse` proves the cancellation for any word by induction. Neither cyclicity nor a nondegenerate metric is needed for the formula.

```lean
/-- For even `d`, the ordered product of all generators anticommutes with each generator, and
the trace of it times the reversed product is `(∏ η_i) Tr 1`. -/
theorem trace_chiral_sharp {η : Fin d → ℂ} {γ : Fin d → A} (hγ : IsClifford η γ)
    (hd : Even d) (Tr : A →ₗ[ℂ] ℂ) :
    (∀ i, gammaWord γ (List.finRange d) * γ i = -(γ i * gammaWord γ (List.finRange d))) ∧
    Tr (gammaWord γ (List.finRange d) * gammaWord γ (List.finRange d).reverse)
      = (∏ i, η i) * Tr 1 := by
  constructor
  · intro i
    have c : (List.finRange d).count i = 1 :=
      List.count_eq_one_of_mem (List.nodup_finRange d) (List.mem_finRange i)
    rw [gamma_mul_word hγ, c, List.length_finRange, pow_succ, hd.neg_one_pow]
    simp
  · -- the two products collapse from the inside out
    have collapse : ∀ u : List (Fin d),
        gammaWord γ u * gammaWord γ u.reverse = (u.map η).prod • (1 : A) := by
      intro u
      induction u with
      | nil => simp [gammaWord]
      | cons i u ih =>
        have w : gammaWord γ (i :: u) = γ i * gammaWord γ u := by simp [gammaWord]
        have r : gammaWord γ (i :: u).reverse = gammaWord γ u.reverse * γ i := by
          simp [gammaWord]
        calc gammaWord γ (i :: u) * gammaWord γ (i :: u).reverse
            = γ i * (gammaWord γ u * gammaWord γ u.reverse) * γ i := by
              rw [w, r]
              simp only [mul_assoc]
          _ = (u.map η).prod • (γ i * γ i) := by
              rw [ih, mul_smul_comm, mul_one, smul_mul_assoc]
          _ = ((i :: u).map η).prod • (1 : A) := by
              rw [gamma_sq hγ, smul_smul, List.map_cons, List.prod_cons, mul_comm]
    rw [collapse, map_smul, smul_eq_mul, Fin.prod_univ_def]
```

This product also offers another model of γ5: define it as Γ, up to a constant factor. Anticommutation would then be a consequence for even d instead of an assumption. For odd d the sign rule makes Γ commute with every generator, so the statements about odd d would concern a different object.

The Pauli matrices give a concrete instance with d = 2 and the ordinary matrix trace.

```lean
/-- The first two Pauli matrices. -/
def pauliXY : Fin 2 → Matrix (Fin 2) (Fin 2) ℂ :=
  ![!![0, 1; 1, 0], !![0, -Complex.I; Complex.I, 0]]
```

The generators are σ_x and σ_y, and σ_z plays the part of g5. Since σ_x σ_y = i σ_z, the product σ_z σ_x σ_y is i times the identity, with trace 2i. The proof checks the matrices entry by entry.

```lean
/-- The Pauli matrices `σ_x, σ_y` satisfy the Clifford relations with unit metric, `σ_z`
anticommutes with both, and `Tr(σ_z σ_x σ_y) = 2i`. -/
theorem pauli_witness :
    IsClifford (fun _ => 1) pauliXY ∧
    (∀ i, !![1, 0; 0, -1] * pauliXY i = -(pauliXY i * !![1, 0; 0, -1])) ∧
    Matrix.trace (!![1, 0; 0, -1] * pauliXY 0 * pauliXY 1) = 2 * Complex.I := by
  refine ⟨?_, ?_, ?_⟩
  · intro i j
    fin_cases i <;> fin_cases j <;> ext a b <;> fin_cases a <;> fin_cases b <;>
      simp [pauliXY] <;> norm_num
  · intro i
    fin_cases i <;> ext a b <;> fin_cases a <;> fin_cases b <;>
      simp [pauliXY, Matrix.mul_apply, Fin.sum_univ_succ]
  · simp [pauliXY, Matrix.trace_fin_two]
    ring

end ChiralTraces
```

Appending σ_x σ_x = 1 turns this into a trace with four vectors and the same value 2i, so the four-vector identity needs its factor d − 2 as well as d − 4.

```lean
#print axioms ChiralTraces.trace_chiral_eq_zero
#print axioms ChiralTraces.trace_g5
#print axioms ChiralTraces.trace_g5_two_four
#print axioms ChiralTraces.trace_chiral_sharp
```

```
'ChiralTraces.trace_chiral_eq_zero' depends on axioms: [propext, Classical.choice, Quot.sound]
'ChiralTraces.trace_g5' depends on axioms: [propext, Classical.choice, Quot.sound]
'ChiralTraces.trace_g5_two_four' depends on axioms: [propext, Classical.choice, Quot.sound]
'ChiralTraces.trace_chiral_sharp' depends on axioms: [propext, Classical.choice, Quot.sound]
```
